# The equal-weight density matrix of a symmetry multiplet commutes with the symmetry operation

## One component of a degenerate state

Consider an atom with one electron in an s orbital and one in a p orbital, coupled to a singlet P state. The state has three degenerate components, and a calculation that picks one of them, say the one with the p electron in $p_x$, gives a one-electron density matrix in which $p_x$ is occupied and $p_y$ and $p_z$ are empty. The Hamiltonian is spherically symmetric, but this density matrix is not, and its natural orbitals treat the three p orbitals differently.

The usual remedy is to average the density matrix over all components with equal weights. The question is what this averaging needs in order to restore the symmetry, and whether the weights really have to be equal.

## Coefficients and density matrices

Choose a finite orthonormal set of orbitals for one electron and a finite orthonormal basis for the remaining electrons. A state is then a matrix $C$ of coefficients, with the orbital of the first electron as row index and the basis state of the others as column index. For two electrons both indices run over orbitals. The orbitals are spin orbitals, unless the spin part of the state factors off, as it does for a two-electron singlet; spatial orbitals are then enough. The reduced density matrix of the first electron is

$$R(C) = C C^\dagger .$$

It has trace one for a normalised state; the convention in which the trace is the number of electrons differs by a factor.

Let $C_j$ be the states of a multiplet, and $w_j$ real weights. The ensemble density matrix is $\rho = \sum_j w_j R(C_j)$, and natural orbitals are its nonzero eigenvectors, with the eigenvalues as occupations.

Take a unitary symmetry operation that maps the span of each of the two bases to itself. It acts on the first electron by a unitary matrix $U$ and on the others by a unitary matrix $V$. The coefficients of the transformed state are $U C V^T$, with a transpose and no complex conjugation, because both indices of $C$ belong to kets. An operation that commutes with the Hamiltonian maps a degenerate eigenspace to itself, so for an orthonormal basis of that space there is a unitary matrix $D$ with

$$U C_j V^T = \sum_i D_{ij} C_i .$$

This relation is the hypothesis of the theorem. No Hamiltonian appears in it, and the degeneracy enters only through the mixing of the states by $D$.

## The statement in words

The theorem `equalWeight_commute` says: if $U$, $V$ and $D$ are unitary and the mixing relation holds for every $j$, then for any real $p$ the density matrix $\rho = p\sum_j C_j C_j^\dagger$ satisfies $U\rho = \rho U$. For a normalised ensemble of $d$ normalised states, $p = 1/d$.

The Lean objects correspond to the physics as follows.

- The types `n`, `m` and `d` label the orbitals, the basis states of the other electrons, and the members of the multiplet. All three are finite.
- `reducedDensity C` is $R(C)$, and `ensembleDensity w C` is the weighted sum. Equal weighting is the constant function `fun _ => p`.
- `hU`, `hV` and `hD` state that the three matrices are unitary, and `h` is the mixing relation.
- `Commute U ρ` means $U\rho = \rho U$.

`twoElectron_commute` is the case $V = U$, where both electrons transform in the same way. `naturalOrbital_iff` draws the consequence for orbitals: $Uv$ satisfies the eigenvalue equation of $\rho$ with eigenvalue $\mu$ exactly when $v$ does. The equation also admits $v = 0$, which is not an orbital; since $U$ is invertible, $Uv$ is nonzero whenever $v$ is.

Each eigenspace of $\rho$ is therefore mapped to itself by $U$. If the mixing relation holds for every operation of a point group, with $U$, $V$ and $D$ depending on the operation, the theorem applies to each in turn, and every space of natural orbitals with a common occupation is mapped to itself by the whole group. A single eigenvector chosen from a degenerate space need not be mapped to a multiple of itself.

The coefficient matrices are not required to be antisymmetric, normalised or linearly independent. Non-orthogonal orbital bases and antiunitary operations such as time reversal are not covered. In state-averaged multiconfigurational calculations the result supports giving equal weights to the components of a multiplet, for given coefficients in a finite orthonormal basis; it says nothing about the orbital optimisation itself.

## Derivation

**The other electrons drop out.** For a single state,

$$R(UCV^T) = U C\, V^T (V^T)^\dagger\, C^\dagger U^\dagger .$$

Since $V^T (V^T)^\dagger = V^T \overline{V} = (V^\dagger V)^T = 1$, this gives $R(UCV^T) = U R(C) U^\dagger$.

**The sum does not depend on the basis of the multiplet.** Inserting the mixed states gives

$$\sum_j R\Big(\sum_i D_{ij} C_i\Big) = \sum_{i,k} \Big(\sum_j D_{ij}\overline{D_{kj}}\Big) C_i C_k^\dagger = \sum_i C_i C_i^\dagger ,$$

because the bracket is $(DD^\dagger)_{ik} = \delta_{ik}$. This is where equal weights are used: with weights $w_j$ inside the bracket, the orthonormality of the rows of $D$ would no longer remove the cross terms.

**The density matrix is invariant.** Write $S = \sum_j R(C_j)$. The first step, the mixing relation and the second step give in turn

$$U S U^\dagger = \sum_j R(U C_j V^T) = \sum_j R\Big(\sum_i D_{ij} C_i\Big) = S .$$

Multiplying by $U$ from the right and using $U^\dagger U = 1$ gives $US = SU$, and the factor $p$ changes nothing.

**Natural orbitals go to natural orbitals.** From $\rho U v = U \rho v$, the equation $\rho v = \mu v$ implies $\rho U v = \mu U v$. Conversely, if $\rho U v = \mu U v$, then $U\rho v = U(\mu v)$, and multiplication by $U^\dagger$ gives $\rho v = \mu v$.

## An s orbital and two p orbitals

Take the orbitals $\phi_s, \phi_x, \phi_y$ and a rotation of the plane with cosine $c$ and sine $s$, which sends $\phi_x$ to $c\phi_x + s\phi_y$ and $\phi_y$ to $-s\phi_x + c\phi_y$. The two states are the spatial parts of singlets,

$$\phi_s\phi_x + \phi_x\phi_s, \qquad \phi_s\phi_y + \phi_y\phi_s ,$$

with coefficient matrices $C_0$ and $C_1$. The comments in the Lean file write `s`, `x`, `y` for the orbitals, so `s` stands there for both the orbital $\phi_s$ and the sine; in the condition `s ≠ 0` it is the sine. They rotate into each other exactly as $\phi_x$ and $\phi_y$ do, so `spStates_witness` can verify all hypotheses of the two-electron theorem when $c^2 + s^2 = 1$.

In this unnormalised form the density matrix with weights $w_0$ and $w_1$ is

$$\rho = \mathrm{diag}(w_0 + w_1,\; w_0,\; w_1).$$

Normalising the states divides it by two, so equal weights $w_0 = w_1 = \tfrac12$ give the diagonal $\tfrac12, \tfrac14, \tfrac14$, with trace one.

The element of $U\rho$ between $\phi_x$ and $\phi_y$ is $-s w_1$, and that of $\rho U$ is $-s w_0$. If $s \neq 0$, commutation forces $w_0 = w_1$. Conversely, for equal weights $\rho$ is a multiple of the identity on the plane and commutes with the rotation. This is `spStates_commute_iff`, and it shows that in this example equal weighting is necessary as well as sufficient.

The necessity belongs to the example. If $D$ is diagonal for some operation, each state is only multiplied by a phase, and any weights are compatible with that operation.

## The Lean file

```lean
import Mathlib

open Matrix

namespace StateAveragedDensity

noncomputable section

variable {n m d : Type*} [Fintype n] [Fintype m] [Fintype d]
  [DecidableEq n] [DecidableEq m] [DecidableEq d]

/-- The one-electron reduced density matrix `C Cᴴ`, up to normalisation, of a state whose
coefficients `C` carry one electron in the rows and the remaining electrons in the columns. -/
def reducedDensity {n m : Type*} [Fintype m] (C : Matrix n m ℂ) : Matrix n n ℂ :=
  C * Cᴴ

/-- The state-averaged density matrix of the states `C j` with weights `w j`. -/
def ensembleDensity {n m d : Type*} [Fintype m] [Fintype d]
    (w : d → ℝ) (C : d → Matrix n m ℂ) : Matrix n n ℂ :=
  ∑ j, (w j : ℂ) • reducedDensity (C j)

omit [DecidableEq n] in
/-- When one electron is transformed by `U` and the others by a unitary `V`, the reduced density
matrix `R` becomes `U * R * Uᴴ`. -/
theorem reducedDensity_transform (U : Matrix n n ℂ) (C : Matrix n m ℂ) {V : Matrix m m ℂ}
    (hV : V ∈ unitaryGroup m ℂ) :
    reducedDensity (U * C * Vᵀ) = U * reducedDensity C * Uᴴ := by
  -- the transpose of a unitary matrix is unitary
  have hT : Vᵀ * Vᵀᴴ = 1 := by
    have h := congrArg Matrix.transpose (mem_unitaryGroup_iff'.mp hV)
    rw [star_eq_conjTranspose, transpose_mul, transpose_one] at h
    have e : Vᵀᴴ = Vᴴᵀ := by
      ext i j
      rfl
    rw [e]
    exact h
  unfold reducedDensity
  calc U * C * Vᵀ * (U * C * Vᵀ)ᴴ = U * C * (Vᵀ * Vᵀᴴ) * (Cᴴ * Uᴴ) := by
        simp only [conjTranspose_mul, Matrix.mul_assoc]
    _ = U * (C * Cᴴ) * Uᴴ := by
        rw [hT, Matrix.mul_one]
        simp only [Matrix.mul_assoc]

omit [Fintype n] [DecidableEq n] [DecidableEq m] in
/-- The sum of the reduced density matrices of a set of states is unchanged when the states
are mixed among themselves by a unitary matrix `D`. -/
theorem sum_reducedDensity_mix (C : d → Matrix n m ℂ) {D : Matrix d d ℂ}
    (hD : D ∈ unitaryGroup d ℂ) :
    ∑ j, reducedDensity (∑ i, D i j • C i) = ∑ i, reducedDensity (C i) := by
  have expand : ∀ j, reducedDensity (∑ i, D i j • C i)
      = ∑ i, ∑ k, (D i j * star (D k j)) • (C i * (C k)ᴴ) := by
    intro j
    unfold reducedDensity
    rw [conjTranspose_sum, Matrix.sum_mul]
    refine Finset.sum_congr rfl fun i _ => ?_
    rw [Matrix.mul_sum]
    refine Finset.sum_congr rfl fun k _ => ?_
    rw [conjTranspose_smul, Matrix.smul_mul, Matrix.mul_smul, smul_smul]
  -- the rows of `D` are orthonormal, so the cross terms cancel
  have orth : ∀ i k, ∑ j, D i j * star (D k j) = if i = k then 1 else 0 := by
    intro i k
    have h := congrFun (congrFun (mem_unitaryGroup_iff.mp hD) i) k
    rw [Matrix.mul_apply, Matrix.one_apply] at h
    exact h
  simp_rw [expand]
  rw [Finset.sum_comm]
  refine Finset.sum_congr rfl fun i _ => ?_
  rw [Finset.sum_comm]
  simp_rw [← Finset.sum_smul, orth]
  simp [reducedDensity]

/-- If an operation, acting as a unitary `U` on one electron and as a unitary `V` on the others,
mixes the states of a multiplet by a unitary matrix `D`, then the state-averaged density matrix with
a common weight `p` commutes with `U`. -/
theorem equalWeight_commute {U : Matrix n n ℂ} {V : Matrix m m ℂ} {D : Matrix d d ℂ}
    (hU : U ∈ unitaryGroup n ℂ) (hV : V ∈ unitaryGroup m ℂ) (hD : D ∈ unitaryGroup d ℂ)
    (C : d → Matrix n m ℂ) (h : ∀ j, U * C j * Vᵀ = ∑ i, D i j • C i) (p : ℝ) :
    Commute U (ensembleDensity (fun _ => p) C) := by
  have key : U * (∑ j, reducedDensity (C j)) * Uᴴ = ∑ j, reducedDensity (C j) := by
    calc U * (∑ j, reducedDensity (C j)) * Uᴴ
        = ∑ j, reducedDensity (U * C j * Vᵀ) := by
          rw [Matrix.mul_sum, Matrix.sum_mul]
          exact Finset.sum_congr rfl fun j _ => (reducedDensity_transform U (C j) hV).symm
      _ = ∑ j, reducedDensity (∑ i, D i j • C i) :=
          Finset.sum_congr rfl fun j _ => by rw [h j]
      _ = ∑ j, reducedDensity (C j) := sum_reducedDensity_mix C hD
  have hU' : Uᴴ * U = 1 := mem_unitaryGroup_iff'.mp hU
  -- multiply the invariance relation by `U` from the right
  have hc : Commute U (∑ j, reducedDensity (C j)) := by
    have e : U * (∑ j, reducedDensity (C j)) * Uᴴ * U
        = (∑ j, reducedDensity (C j)) * U := by rw [key]
    rw [Matrix.mul_assoc _ Uᴴ U, hU', Matrix.mul_one] at e
    exact e
  unfold ensembleDensity
  rw [← Finset.smul_sum]
  exact hc.smul_right (p : ℂ)

/-- If a unitary `U`, acting on both of two electrons, mixes the states of a multiplet by a unitary
matrix `D`, then the density matrix with a common weight `p` commutes with `U`. -/
theorem twoElectron_commute {U : Matrix n n ℂ} {D : Matrix d d ℂ}
    (hU : U ∈ unitaryGroup n ℂ) (hD : D ∈ unitaryGroup d ℂ)
    (C : d → Matrix n n ℂ) (h : ∀ j, U * C j * Uᵀ = ∑ i, D i j • C i) (p : ℝ) :
    Commute U (ensembleDensity (fun _ => p) C) :=
  equalWeight_commute hU hU hD C h p

/-- Under the hypotheses of `equalWeight_commute`, `U v` satisfies the eigenvalue equation of the
equal-weight density matrix with eigenvalue `μ` exactly when `v` does. -/
theorem naturalOrbital_iff {U : Matrix n n ℂ} {V : Matrix m m ℂ} {D : Matrix d d ℂ}
    (hU : U ∈ unitaryGroup n ℂ) (hV : V ∈ unitaryGroup m ℂ) (hD : D ∈ unitaryGroup d ℂ)
    (C : d → Matrix n m ℂ) (h : ∀ j, U * C j * Vᵀ = ∑ i, D i j • C i) (p : ℝ)
    (μ : ℂ) (v : n → ℂ) :
    ensembleDensity (fun _ => p) C *ᵥ (U *ᵥ v) = μ • (U *ᵥ v) ↔
      ensembleDensity (fun _ => p) C *ᵥ v = μ • v := by
  have hc := equalWeight_commute hU hV hD C h p
  generalize ensembleDensity (fun _ => p) C = ρ at hc ⊢
  have hU' : Uᴴ * U = 1 := mem_unitaryGroup_iff'.mp hU
  have hinv : ∀ x : n → ℂ, Uᴴ *ᵥ (U *ᵥ x) = x := by
    intro x
    rw [mulVec_mulVec, hU', one_mulVec]
  -- move `U` to the left of the density matrix, then cancel it
  rw [mulVec_mulVec, ← hc.eq, ← mulVec_mulVec, ← mulVec_smul]
  constructor
  · intro e
    rw [← hinv (ρ *ᵥ v), e, hinv]
  · intro e
    rw [e]

/-- The matrix on the orbitals `s, x, y` that fixes `s` and acts on the plane of `x, y` as a
rotation with cosine `c` and sine `s`. -/
def orbitalRotation (c s : ℝ) : Matrix (Fin 3) (Fin 3) ℂ :=
  !![1, 0, 0; 0, (c : ℂ), -(s : ℂ); 0, (s : ℂ), (c : ℂ)]

/-- The matrix of the plane rotation with cosine `c` and sine `s`. -/
def partnerRotation (c s : ℝ) : Matrix (Fin 2) (Fin 2) ℂ :=
  !![(c : ℂ), -(s : ℂ); (s : ℂ), (c : ℂ)]

/-- The two unnormalised two-electron states `sx + xs` and `sy + ys`. -/
def spStates : Fin 2 → Matrix (Fin 3) (Fin 3) ℂ :=
  ![!![0, 1, 0; 1, 0, 0; 0, 0, 0], !![0, 0, 1; 0, 0, 0; 1, 0, 0]]

/-- The states `sx + xs` and `sy + ys` are mixed by a unitary matrix under every rotation of
the plane, which acts unitarily on the orbitals. -/
theorem spStates_witness (c s : ℝ) (h : c ^ 2 + s ^ 2 = 1) :
    orbitalRotation c s ∈ unitaryGroup (Fin 3) ℂ ∧
    partnerRotation c s ∈ unitaryGroup (Fin 2) ℂ ∧
    ∀ j, orbitalRotation c s * spStates j * (orbitalRotation c s)ᵀ
      = ∑ i, partnerRotation c s i j • spStates i := by
  have hC : (c : ℂ) ^ 2 + (s : ℂ) ^ 2 = 1 := by exact_mod_cast h
  refine ⟨?_, ?_, ?_⟩
  · rw [mem_unitaryGroup_iff]
    ext i j
    fin_cases i <;> fin_cases j <;>
      simp [orbitalRotation, Matrix.mul_apply, Fin.sum_univ_succ, Matrix.star_apply] <;>
      first | ring1 | linear_combination hC
  · rw [mem_unitaryGroup_iff]
    ext i j
    fin_cases i <;> fin_cases j <;>
      simp [partnerRotation, Matrix.mul_apply, Fin.sum_univ_succ, Matrix.star_apply] <;>
      first | ring1 | linear_combination hC
  · intro j
    fin_cases j <;> ext a b <;> fin_cases a <;> fin_cases b <;>
      simp [orbitalRotation, partnerRotation, spStates, Matrix.mul_apply, Fin.sum_univ_succ]

/-- For the states `sx + xs` and `sy + ys` and `s ≠ 0`, the state-averaged density matrix
commutes with the orbital rotation exactly when the two weights are equal. -/
theorem spStates_commute_iff (c s : ℝ) (hs : s ≠ 0) (w : Fin 2 → ℝ) :
    Commute (orbitalRotation c s) (ensembleDensity w spStates) ↔ w 0 = w 1 := by
  have hρ : ensembleDensity w spStates
      = !![(w 0 : ℂ) + (w 1 : ℂ), 0, 0; 0, (w 0 : ℂ), 0; 0, 0, (w 1 : ℂ)] := by
    have entry : ∀ j a b, reducedDensity (spStates j) a b
        = ∑ k, spStates j a k * star (spStates j b k) := fun _ _ _ => rfl
    ext a b
    simp only [ensembleDensity, Fin.sum_univ_two, Matrix.add_apply, Matrix.smul_apply, entry]
    fin_cases a <;> fin_cases b <;> simp [spStates, Fin.sum_univ_succ]
  rw [hρ]
  constructor
  · intro hc
    -- compare the matrix elements between `x` and `y`
    have e := congrFun (congrFun hc.eq 1) 2
    have e' : -(s : ℂ) * (w 1 : ℂ) = (w 0 : ℂ) * -(s : ℂ) := by
      simpa [orbitalRotation, Matrix.mul_apply, Fin.sum_univ_succ] using e
    have e'' : -s * w 1 = w 0 * -s := by exact_mod_cast e'
    exact mul_left_cancel₀ hs (by linarith)
  · intro hw
    rw [hw]
    change _ * _ = _ * _
    ext a b
    fin_cases a <;> fin_cases b <;>
      simp [orbitalRotation, Matrix.mul_apply, Fin.sum_univ_succ] <;> ring1

end

end StateAveragedDensity
```

```lean
#print axioms StateAveragedDensity.equalWeight_commute
#print axioms StateAveragedDensity.twoElectron_commute
#print axioms StateAveragedDensity.naturalOrbital_iff
#print axioms StateAveragedDensity.spStates_commute_iff
```

```
'StateAveragedDensity.equalWeight_commute' depends on axioms: [propext, Classical.choice, Quot.sound]
'StateAveragedDensity.twoElectron_commute' depends on axioms: [propext, Classical.choice, Quot.sound]
'StateAveragedDensity.naturalOrbital_iff' depends on axioms: [propext, Classical.choice, Quot.sound]
'StateAveragedDensity.spStates_commute_iff' depends on axioms: [propext, Classical.choice, Quot.sound]
```

## How the proof follows the derivation

`reducedDensity_transform` is the first step. Its local fact `hT` is $V^T(V^T)^\dagger = 1$, obtained by transposing $V^\dagger V = 1$. The `calc` block then regroups the product so that this factor stands in the middle, and removes it.

`sum_reducedDensity_mix` is the second step. The fact `expand` writes each mixed density matrix as a double sum over `i` and `k`, and `orth` reads the orthonormality of the rows of $D$ from the matrix equation $DD^\dagger = 1$. Two uses of `Finset.sum_comm` move the sum over `j` to the inside, where `Finset.sum_smul`, read from right to left, collects the coefficients into the bracket of the derivation. After `orth` is inserted, `simp` keeps only the terms with $i = k$.

In `equalWeight_commute`, the fact `key` is the chain $USU^\dagger = S$, with one line of the `calc` block for each equality. The fact `hc` multiplies it by $U$ from the right. The last lines take the common weight out of the sum, which is possible because it does not depend on `j`.

`naturalOrbital_iff` replaces the density matrix by a letter `ρ` of which only the commutation with $U$ is remembered. The rewriting turns the left-hand equation into $U\rho v = U(\mu v)$, and `hinv`, which says $U^\dagger U x = x$, cancels $U$.

The example is checked entry by entry. In `spStates_witness`, the entries that need $c^2 + s^2 = 1$ are closed by `linear_combination hC`. In `spStates_commute_iff`, `hρ` computes the diagonal density matrix, and the forward direction takes the element in row 1 and column 2, counted from zero, which is the one between $\phi_x$ and $\phi_y$. The relation $c^2 + s^2 = 1$ is not needed for this equivalence; it is what makes the matrix a rotation.

## The multiplet as a projector

The same physics can be modelled without choosing states. For an orthonormal multiplet, let $P$ be the projector onto its span in the space of all electrons, assume that $P$ commutes with $U \otimes V$, and define the density matrix as $p$ times the partial trace of $P$ over the other electrons.

The matrix $D$ then disappears, and with it the second step of the derivation, since a projector does not depend on the basis of its range. In exchange, the first step becomes a statement about partial traces on a product space. Unequal weights would also need a different operator in place of $P$, whereas with explicit matrices $C_j$ they are a change of one argument, and the comparison of $w_0$ with $w_1$ can be stated directly.
